# No egg-box ripple for a band-limited potential in one dimension when N > 2M + B

Q: When an atom moves relative to the real-space grid of a plane-wave code, the computed energies can ripple with the grid spacing, which is the egg-box effect. You model the motion by holding the grid fixed and sampling a given potential at displaced points, $V(x-t)$. What else did you fix?

A: The cell has length 1, and the potential is a finite Fourier sum,
$$V(x)=\sum_{|k|\le B}c_k\,e^{2\pi\mathrm i kx}.$$
The basis holds the plane waves of integer frequency $|n|\le M$, and the grid has $N$ points. In atomic units the kinetic energy is $\tfrac12(2\pi n)^2=2\pi^2n^2$, for one particle at zero Bloch wavevector.

```lean
import Mathlib

open Real Matrix ComplexConjugate

namespace RippleFreePlaneWave

noncomputable section

/-- The plane wave `exp(2πikx)` of integer frequency `k` on the unit cell. -/
def planeWave (k : ℤ) (x : ℝ) : ℂ := Complex.exp (2 * π * Complex.I * k * x)

/-- The trigonometric polynomial `V(x) = ∑ c_k exp(2πikx)` over `|k| ≤ B`. -/
def potential (B : ℕ) (c : ℤ → ℂ) (x : ℝ) : ℂ :=
  ∑ k ∈ Finset.Icc (-(B : ℤ)) B, c k * planeWave k x
```

The coefficients `c` are arbitrary complex numbers, so $V$ itself may be complex. It is real exactly when $c_{-k}=\overline{c_k}$ for all $|k|\le B$.

Q: Do the matrix elements come from the grid, or did you put in the exact integrals?

A: From the grid. For a frequency difference $d$ the code averages the sampled potential against a plane wave:
$$G_d(t)=\frac1N\sum_{j=0}^{N-1}V(j/N-t)\,e^{-2\pi\mathrm i dj/N}.$$

```lean
/-- The average of `V(j/N - t) exp(-2πidj/N)` over the grid points `j < N`, for `N ≥ 1`. -/
def gridFourier (B : ℕ) (c : ℤ → ℂ) (N : ℕ) (t : ℝ) (d : ℤ) : ℂ :=
  (1 / (N : ℂ)) * ∑ j ∈ Finset.range N,
    potential B c ((j : ℝ) / N - t) * planeWave (-d) ((j : ℝ) / N)
```

The basis states are numbered from $0$ to $2M$, and `freq` converts a number to a frequency. If the row and column states have frequencies $m$ and $n$, then $H_{mn}(t)=2\pi^2n^2\delta_{mn}+G_{m-n}(t)$.

```lean
/-- The frequency `i - M` of the basis state `i`, running from `-M` to `M`. -/
def freq (M : ℕ) (i : Fin (2 * M + 1)) : ℤ := ((i : ℕ) : ℤ) - M

/-- The plane-wave Hamiltonian: kinetic energy `2π²n²` on the diagonal plus the potential
matrix elements evaluated on the `N`-point grid (`N ≥ 1`), with the potential displaced by `t`. -/
def hamiltonian (M B : ℕ) (c : ℤ → ℂ) (N : ℕ) (t : ℝ) :
    Matrix (Fin (2 * M + 1)) (Fin (2 * M + 1)) ℂ :=
  Matrix.of fun i j => (if i = j then 2 * (π : ℂ) ^ 2 * (freq M j : ℂ) ^ 2 else 0) +
    gridFourier B c N t (freq M i - freq M j)
```

Q: Sampling breaks translation symmetry. Why should the spectrum not notice?

A: Insert the Fourier sum into $G_d$ and exchange the two sums:
$$G_d(t)=\sum_{|k|\le B}c_k\,e^{-2\pi\mathrm i kt}\;\frac1N\sum_{j=0}^{N-1}e^{2\pi\mathrm i(k-d)j/N}.$$
Put $q=k-d$ and $\omega=e^{2\pi\mathrm i q/N}$. If $q=0$, the inner average is 1. If $0<|q|<N$, then $\omega\ne1$ but $\omega^N=1$, so the geometric sum $(\omega^N-1)/(\omega-1)$ vanishes.

Now assume $N>2M+B$. In the matrix $|d|=|m-n|\le2M$, hence $|q|\le 2M+B<N$, and only $k=d$ survives. So $G_d(t)=c_d\,e^{-2\pi\mathrm i dt}$ for $|d|\le B$, and zero otherwise. The displacement enters only through
$$e^{-2\pi\mathrm i(m-n)t}=e^{-2\pi\mathrm i mt}\,e^{2\pi\mathrm i nt}.$$
With $D(t)$ the diagonal matrix of the phases $e^{-2\pi\mathrm i nt}$, this reads $H(t)=D(t)H(0)D(-t)$; the kinetic part is diagonal and commutes with $D(t)$. Since $D(t)D(-t)=1$,
$$\det(\lambda-H(t))=\det D(t)\,\det(\lambda-H(0))\,\det D(-t)=\det(\lambda-H(0)).$$

Lean calls $D(t)$ `phase M t`. It takes the coefficients of $\psi(x)$ to those of $\psi(x-t)$.

```lean
/-- The translation by `t` in the plane-wave basis: the diagonal matrix of `exp(-2πint)`. -/
def phase (M : ℕ) (t : ℝ) : Matrix (Fin (2 * M + 1)) (Fin (2 * M + 1)) ℂ :=
  Matrix.diagonal fun i => planeWave (freq M i) (-t)
```

Q: Show me where Lean rules out aliasing.

A: In two lemmas. The first is the geometric sum. `hpow` writes the grid values as powers of $\omega$, `hroot` gives $\omega^N=1$, and `hne` shows $\omega\neq1$, because otherwise $N$ would divide a nonzero integer smaller than $N$ in absolute value.

```lean
/-- On a grid of `N` points, a plane wave of frequency `|k| < N` averages to one if `k = 0`
and to zero otherwise. -/
theorem planeWave_grid_average {N : ℕ} {k : ℤ} (hk : |k| < (N : ℤ)) :
    (1 / (N : ℂ)) * ∑ j ∈ Finset.range N, planeWave k ((j : ℝ) / N) =
      if k = 0 then 1 else 0 := by
  have hN : 0 < N := by exact_mod_cast (abs_nonneg k).trans_lt hk
  have hN' : (N : ℂ) ≠ 0 := by exact_mod_cast hN.ne'
  split_ifs with h
  · subst h
    simp [planeWave, hN.ne']
  -- the grid values are the powers of a single root of unity
  have hpow : ∀ j : ℕ, planeWave k ((j : ℝ) / N) = planeWave k (1 / (N : ℝ)) ^ j := by
    intro j
    unfold planeWave
    rw [← Complex.exp_nat_mul]
    congr 1
    push_cast
    ring
  have hroot : planeWave k (1 / (N : ℝ)) ^ N = 1 := by
    rw [← hpow]
    unfold planeWave
    rw [Complex.exp_eq_one_iff]
    exact ⟨k, by push_cast; field_simp⟩
  have hne : planeWave k (1 / (N : ℝ)) ≠ 1 := by
    unfold planeWave
    rw [Ne, Complex.exp_eq_one_iff]
    rintro ⟨n, hn⟩
    have hC : (k : ℂ) = N * n := by
      apply mul_left_cancel₀ Complex.two_pi_I_ne_zero
      push_cast at hn
      calc 2 * (π : ℂ) * Complex.I * k
          = (2 * π * Complex.I * k * (1 / N)) * N := by field_simp
        _ = 2 * π * Complex.I * (N * n) := by rw [hn]; ring
    have hZ : k = N * n := by exact_mod_cast hC
    rw [hZ, abs_mul, Nat.abs_cast] at hk
    have h1 : |n| < 1 :=
      lt_of_mul_lt_mul_left (by rw [mul_one]; exact hk) (Nat.cast_nonneg (α := ℤ) N)
    exact h (by rw [hZ, Int.abs_lt_one_iff.1 h1, mul_zero])
  simp only [hpow]
  rw [geom_sum_eq hne, hroot]
  simp
```

The second lemma evaluates $G_d(t)$. `hterm` separates the displacement phase from the grid wave, `Finset.sum_comm` exchanges the sums, and `omega` derives $|k-d|<N$ from the three bounds.

```lean
/-- If `N > 2M + B`, the grid element at any frequency `|d| ≤ 2M` is the exact Fourier
coefficient of the displaced potential. -/
theorem gridFourier_exact {M B N : ℕ} (hN : 2 * M + B < N) (c : ℤ → ℂ) (t : ℝ) {d : ℤ}
    (hd : |d| ≤ 2 * (M : ℤ)) :
    gridFourier B c N t d = if |d| ≤ (B : ℤ) then c d * planeWave d (-t) else 0 := by
  have hterm : ∀ (k : ℤ) (j : ℕ),
      c k * planeWave k ((j : ℝ) / N - t) * planeWave (-d) ((j : ℝ) / N) =
        c k * planeWave k (-t) * planeWave (k - d) ((j : ℝ) / N) := by
    intro k j
    have h : planeWave k ((j : ℝ) / N - t) * planeWave (-d) ((j : ℝ) / N) =
        planeWave k (-t) * planeWave (k - d) ((j : ℝ) / N) := by
      unfold planeWave
      rw [← Complex.exp_add, ← Complex.exp_add]
      congr 1
      push_cast
      ring
    linear_combination c k * h
  -- no alias other than `k = d` fits into the band
  have hsum : gridFourier B c N t d =
      ∑ k ∈ Finset.Icc (-(B : ℤ)) B, if k = d then c k * planeWave k (-t) else 0 := by
    unfold gridFourier potential
    simp only [Finset.sum_mul, hterm]
    rw [Finset.sum_comm, Finset.mul_sum]
    refine Finset.sum_congr rfl fun k hk => ?_
    have hkd : |k - d| < (N : ℤ) := by
      rw [Finset.mem_Icc] at hk
      rw [abs_le] at hd
      rw [abs_lt]
      constructor <;> omega
    rw [← Finset.mul_sum, mul_left_comm, planeWave_grid_average hkd]
    simp only [sub_eq_zero, mul_ite, mul_one, mul_zero]
  rw [hsum, Finset.sum_ite_eq']
  simp only [Finset.mem_Icc, abs_le]
```

Q: And the similarity transformation?

A: It is stated without an inverse, as $H(t)D(t)=D(t)H(0)$, and checked entry by entry. `hp` is the splitting of the phase, and `hpot` applies it to the potential element.

```lean
/-- Translating by `t` and then by `-t` is the identity. -/
theorem phase_neg_mul (M : ℕ) (t : ℝ) : phase M (-t) * phase M t = 1 := by
  unfold phase
  rw [Matrix.diagonal_mul_diagonal, ← Matrix.diagonal_one]
  congr 1
  funext i
  change planeWave _ _ * planeWave _ _ = 1
  unfold planeWave
  rw [← Complex.exp_add, ← Complex.exp_zero]
  congr 1
  push_cast
  ring

/-- If `N > 2M + B`, the translation by `t` carries the undisplaced grid Hamiltonian into the
displaced one, for every real `t`. -/
theorem hamiltonian_translate {M B N : ℕ} (hN : 2 * M + B < N) (c : ℤ → ℂ) (t : ℝ) :
    hamiltonian M B c N t * phase M t = phase M t * hamiltonian M B c N 0 := by
  ext i j
  have hd : |freq M i - freq M j| ≤ 2 * (M : ℤ) := by
    have hi := i.isLt
    have hj := j.isLt
    unfold freq
    rw [abs_le]
    constructor <;> omega
  have h0 : planeWave (freq M i - freq M j) (-0) = 1 := by simp [planeWave]
  have hp : planeWave (freq M i - freq M j) (-t) * planeWave (freq M j) (-t) =
      planeWave (freq M i) (-t) := by
    unfold planeWave
    rw [← Complex.exp_add]
    congr 1
    push_cast
    ring
  have hpot : gridFourier B c N t (freq M i - freq M j) * planeWave (freq M j) (-t) =
      planeWave (freq M i) (-t) * gridFourier B c N 0 (freq M i - freq M j) := by
    rw [gridFourier_exact hN c t hd, gridFourier_exact hN c 0 hd, h0]
    split_ifs
    · linear_combination c (freq M i - freq M j) * hp
    · ring
  simp only [phase, Matrix.mul_diagonal, Matrix.diagonal_mul, hamiltonian, Matrix.of_apply]
  -- the kinetic energy is diagonal and commutes with the translation
  split_ifs with h
  · subst h
    linear_combination hpot
  · linear_combination hpot
```

The main theorem compares two arbitrary displacements `s` and `t` by relating each to zero. It inserts $D(r)D(-r)=1$ to the right of $H(r)$, applies the translation identity, and uses the fact that $AB$ and $BA$ have the same characteristic polynomial, which brings $D(-r)$ next to $D(r)$.

```lean
/-- Ripple-free Hamiltonian: if `N > 2M + B`, the characteristic polynomial of the grid
Hamiltonian is the same for all displacements of the potential. -/
theorem charpoly_offset_independent {M B N : ℕ} (hN : 2 * M + B < N) (c : ℤ → ℂ) (s t : ℝ) :
    (hamiltonian M B c N t).charpoly = (hamiltonian M B c N s).charpoly := by
  have key : ∀ r : ℝ,
      (hamiltonian M B c N r).charpoly = (hamiltonian M B c N 0).charpoly := by
    intro r
    have h1 := phase_neg_mul M r
    have h2 := mul_eq_one_comm.1 h1
    rw [← mul_one (hamiltonian M B c N r), ← h2, ← mul_assoc, hamiltonian_translate hN c r,
      Matrix.charpoly_mul_comm, ← mul_assoc, h1, one_mul]
  rw [key t, key s]
```

Q: A characteristic polynomial is not yet a set of energies and states.

A: Its roots are the eigenvalues with their algebraic multiplicities, so all of them stay put. The states are translated with the potential:

```lean
/-- If `N > 2M + B`, translating a solution of the undisplaced eigenvalue equation by `t`
solves the displaced one with the same energy. -/
theorem eigenvector_translate {M B N : ℕ} (hN : 2 * M + B < N) (c : ℤ → ℂ) (t : ℝ) {E : ℂ}
    {v : Fin (2 * M + 1) → ℂ} (hv : hamiltonian M B c N 0 *ᵥ v = E • v) :
    hamiltonian M B c N t *ᵥ (phase M t *ᵥ v) = E • (phase M t *ᵥ v) := by
  rw [Matrix.mulVec_mulVec, hamiltonian_translate hN c t, ← Matrix.mulVec_mulVec, hv,
    Matrix.mulVec_smul]
```

The vector `v` need not be normalised. The diagonal entries of $D(t)$ have modulus one, so a normalised state stays normalised.

For real $V$ the matrix is also Hermitian, so the energies are real. This needs no condition linking $N$ to $M$ and $B$: conjugation turns $G_d$ into $G_{-d}$, and the kinetic term is real.

```lean
/-- For a real potential the grid Hamiltonian is Hermitian at every displacement. -/
theorem hamiltonian_isHermitian (M B : ℕ) (c : ℤ → ℂ) (N : ℕ) (t : ℝ)
    (hV : ∀ x, conj (potential B c x) = potential B c x) :
    (hamiltonian M B c N t).IsHermitian := by
  have h2 : conj (2 : ℂ) = 2 := Complex.ext (by simp) (by simp)
  have hw : ∀ (k : ℤ) (x : ℝ), conj (planeWave k x) = planeWave (-k) x := by
    intro k x
    unfold planeWave
    rw [← Complex.exp_conj]
    congr 1
    simp [h2]
  have hg : ∀ d, conj (gridFourier B c N t d) = gridFourier B c N t (-d) := by
    intro d
    simp only [gridFourier, map_mul, map_sum, hV, hw, map_div₀, map_one, map_natCast]
  refine Matrix.IsHermitian.ext fun i j => ?_
  change conj (hamiltonian M B c N t j i) = _
  simp only [hamiltonian, Matrix.of_apply]
  rw [map_add, hg, neg_sub]
  congr 1
  by_cases h : i = j
  · subst h
    simp [h2]
  · simp [h, Ne.symm h]

end

end RippleFreePlaneWave
```

```lean
#print axioms RippleFreePlaneWave.charpoly_offset_independent
#print axioms RippleFreePlaneWave.eigenvector_translate
#print axioms RippleFreePlaneWave.hamiltonian_isHermitian
```

```
'RippleFreePlaneWave.charpoly_offset_independent' depends on axioms: [propext, Classical.choice, Quot.sound]
'RippleFreePlaneWave.eigenvector_translate' depends on axioms: [propext, Classical.choice, Quot.sound]
'RippleFreePlaneWave.hamiltonian_isHermitian' depends on axioms: [propext, Classical.choice, Quot.sound]
```

Q: Give me numbers.

A: Take $V(x)=2\cos2\pi x$, so $c_{\pm1}=1$ and $B=1$, with $M=1$ and $N=4$. In the order $n=-1,0,1$,
$$H(t)=\begin{pmatrix}2\pi^2&e^{2\pi\mathrm i t}&0\\e^{-2\pi\mathrm i t}&0&e^{2\pi\mathrm i t}\\0&e^{-2\pi\mathrm i t}&2\pi^2\end{pmatrix}.$$
The phases cancel in the determinant:
$$\det(\lambda-H(t))=(\lambda-2\pi^2)(\lambda^2-2\pi^2\lambda-2).$$
The energies are about $-0.101$, $19.739$ and $19.840$ at every $t$.

With $N=3$ the corner elements no longer vanish. Frequency $2$ aliases to $-1$, so the lower left corner becomes $e^{2\pi\mathrm i t}$ and the upper right its conjugate. Then $\det H(t)=2\cos6\pi t-4\pi^2$, which ripples with period $1/3$, the grid spacing. So $N\ge2M+B$ would not be enough. I worked this example out with pencil and paper, and Lean played no part in it.

Q: Then may I expect no ripple in my density-functional runs?

A: Not from this alone. The theorem assumes that the potential is a rigidly displaced function with a finite cutoff $B$, whereas an exchange-correlation potential is a nonlinear function of the density and in general has no finite cutoff. The theorem also covers only one-particle eigenvalues in one dimension. A density-functional total energy contains an exchange-correlation energy that is itself summed on the grid, and this sum can ripple even when the eigenvalues do not. For plane-wave electronic structure, the result says that a single particle in a rigidly displaced, band-limited, one-dimensional potential has no egg-box error once $N>2M+B$, even though the finite basis still limits the accuracy of its energies.
